# Optical relation and unitarity for a finite Hermitian scatterer

## Potential, propagator and open channels

Let $n$ label the sites or orbitals of a scatterer and $m$ its open channels; both label sets are finite. The potential $V$, the propagator $G$ of the system without $V$, and the transition matrix $T$ are complex $n\times n$ matrices, and $P$ is an $n\times m$ matrix whose columns are the channel waves expressed on the sites. The superscript $H$ denotes the conjugate transpose, written `ᴴ` in Lean, and $\kappa$ is a real number.

```lean
import Mathlib

open Matrix

namespace OpticalTheorem

noncomputable section

variable {n m : Type*} [Fintype n] [Fintype m] [DecidableEq n] [DecidableEq m]
```

Three relations define the scatterer:

$$V^H=V,\qquad G-G^H=-2i\kappa\,PP^H,\qquad T=V+VGT .$$

The first excludes absorption by the potential. The second is assumed here, not derived from a wave equation. It says that the anti-Hermitian part of the propagator comes only from waves in the open channels. With $\kappa>0$ the sign is that of outgoing waves, and $\kappa$ plays the part of a wave number, with the channels normalised so that one value serves them all. The third is the Lippmann–Schwinger equation. The structure `IsScatterer` collects these relations as its three fields. It takes $T$ as a given solution. Invertibility of $1-VG$ need not be assumed separately: the third relation gives $(1-VG)T=V$, hence $(1-VG)(1+TG)=1$. Neither the sign of $\kappa$ nor the orthonormality of the columns of $P$ is prescribed.

```lean
/-- A Hermitian potential `V`, a propagator `G` whose anti-Hermitian part is carried by the
open channels `P`, and a solution `T` of the Lippmann-Schwinger equation. -/
structure IsScatterer (κ : ℝ) (V G T : Matrix n n ℂ) (P : Matrix n m ℂ) : Prop where
  hermitian : Vᴴ = V
  discontinuity : G - Gᴴ = (-(2 * Complex.I * κ)) • (P * Pᴴ)
  lippmann_schwinger : T = V + V * G * T
```

Sandwiching $T$ between channel waves gives the on-shell t-matrix, an $m\times m$ matrix:

$$t=P^HTP .$$

```lean
/-- The on-shell t-matrix: the transition matrix `T` between open channels. -/
def channelT (P : Matrix n m ℂ) (T : Matrix n n ℂ) : Matrix m m ℂ := Pᴴ * T * P
```

The scattering matrix in this normalisation is $S=1-2i\kappa t$.

```lean
/-- The scattering matrix `S = 1 - 2iκt`. -/
def sMatrix (κ : ℝ) (t : Matrix m m ℂ) : Matrix m m ℂ := 1 - (2 * Complex.I * κ) • t
```

The inverse reactance matrix is $R=t^{-1}-i\kappa$, where $i\kappa$ multiplies the identity. It is used below only for invertible $t$.

```lean
/-- The inverse reactance matrix `t⁻¹ - iκ`. -/
def inverseReactance (κ : ℝ) (t : Matrix m m ℂ) : Matrix m m ℂ :=
  t⁻¹ - (Complex.I * κ) • (1 : Matrix m m ℂ)
```

## From the Lippmann–Schwinger equation to the t-matrix

The equation for $T$ and its adjoint can be factored as

$$T=V(1+GT),\qquad T^H=(1+T^HG^H)V .$$

Multiply the first from the left by $1+T^HG^H$ and the second from the right by $1+GT$. The right-hand sides then agree, so

$$(1+T^HG^H)T=T^H(1+GT),$$

and therefore

$$T-T^H=T^H(G-G^H)T .$$

```lean
/-- For a Hermitian potential, the anti-Hermitian part of `T` is that of the propagator,
dressed by `T` on both sides. -/
theorem transition_sub_adjoint {V G T : Matrix n n ℂ} (hV : Vᴴ = V)
    (hT : T = V + V * G * T) : T - Tᴴ = Tᴴ * (G - Gᴴ) * T := by
  -- the adjoint Lippmann-Schwinger equation
  have hT' : Tᴴ = V + Tᴴ * Gᴴ * V := by
    have h := congrArg conjTranspose hT
    rw [conjTranspose_add, conjTranspose_mul, conjTranspose_mul, hV, ← Matrix.mul_assoc] at h
    exact h
  linear_combination (norm := noncomm_ring) (1 + Tᴴ * Gᴴ) * hT - hT' * (1 + G * T)
```

The auxiliary equation `hT'` is the adjoint Lippmann–Schwinger equation. The `linear_combination` line performs the two multiplications and subtracts the results, keeping the order of the matrix factors.

Now project on the channels and insert the assumed discontinuity of $G$:

$$t-t^H=P^H(T-T^H)P=-2i\kappa\,(P^HT^HP)(P^HTP)=-2i\kappa\,t^Ht .$$

This is the optical relation.

```lean
omit [DecidableEq m] in
/-- The on-shell t-matrix of a scatterer obeys `t - tᴴ = -2iκ tᴴt`. -/
theorem channelT_sub_adjoint {κ : ℝ} {V G T : Matrix n n ℂ} {P : Matrix n m ℂ}
    (h : IsScatterer κ V G T P) :
    channelT P T - (channelT P T)ᴴ
      = (-(2 * Complex.I * κ)) • ((channelT P T)ᴴ * channelT P T) := by
  have ht : (channelT P T)ᴴ = Pᴴ * Tᴴ * P := by
    simp [channelT, conjTranspose_mul, Matrix.mul_assoc]
  calc channelT P T - (channelT P T)ᴴ = Pᴴ * (T - Tᴴ) * P := by
        rw [ht, channelT, Matrix.mul_sub, Matrix.sub_mul]
    _ = Pᴴ * (Tᴴ * ((-(2 * Complex.I * κ)) • (P * Pᴴ)) * T) * P := by
        rw [transition_sub_adjoint h.hermitian h.lippmann_schwinger, h.discontinuity]
    _ = _ := by
        rw [ht, channelT]
        simp only [Matrix.mul_smul, Matrix.smul_mul, Matrix.mul_assoc]
```

The `calc` chain follows the same equalities, with `ht` supplying $t^H=P^HT^HP$.

## Unitarity as the same relation

For any square matrix $t$ and real $\kappa$, $S^H=1+2i\kappa t^H$. Multiplying out gives

$$S^HS-1=-2i\kappa t+2i\kappa t^H+4\kappa^2t^Ht
=-2i\kappa\,(t-t^H+2i\kappa\,t^Ht).$$

The bracket is the amount by which $t$ violates the optical relation.

```lean
/-- The deviation of `SᴴS` from the identity is proportional to the violation of the
optical relation. -/
theorem sMatrix_defect (κ : ℝ) (t : Matrix m m ℂ) :
    (sMatrix κ t)ᴴ * sMatrix κ t - 1
      = (-(2 * Complex.I * κ)) • (t - tᴴ - (-(2 * Complex.I * κ)) • (tᴴ * t)) := by
  have hc : star (2 * Complex.I * (κ : ℂ)) = -(2 * Complex.I * κ) := by
    apply Complex.ext <;> simp
  have hS : (sMatrix κ t)ᴴ = 1 + (2 * Complex.I * κ) • tᴴ := by
    rw [sMatrix, conjTranspose_sub, conjTranspose_one, conjTranspose_smul, hc, neg_smul,
      sub_neg_eq_add]
  rw [hS, sMatrix]
  simp only [Matrix.add_mul, Matrix.mul_sub, Matrix.one_mul, Matrix.mul_one,
    Matrix.smul_mul, Matrix.mul_smul]
  module
```

If $\kappa\neq0$, the prefactor can be divided out, so $S^HS=1$ holds exactly when the optical relation does. For finite square matrices $S^HS=1$ already implies $SS^H=1$, so it is equivalent to membership in `Matrix.unitaryGroup`. At $\kappa=0$ the scattering matrix is the identity whatever $t$ is, and unitarity then says nothing about $t$.

```lean
/-- For nonzero `κ`, the scattering matrix is unitary exactly when `t` obeys the
optical relation. -/
theorem sMatrix_unitary_iff {κ : ℝ} (hκ : κ ≠ 0) (t : Matrix m m ℂ) :
    sMatrix κ t ∈ Matrix.unitaryGroup m ℂ
      ↔ t - tᴴ = (-(2 * Complex.I * κ)) • (tᴴ * t) := by
  have hc : -(2 * Complex.I * (κ : ℂ)) ≠ 0 := by simp [hκ]
  rw [Matrix.mem_unitaryGroup_iff', star_eq_conjTranspose, ← sub_eq_zero, sMatrix_defect,
    smul_eq_zero_iff_right hc, sub_eq_zero]
```

## Hermiticity of the inverse reactance

Let $t$ be invertible, which Lean expresses as `IsUnit t.det`. Then

$$R^H-R=(t^{-1})^H-t^{-1}+2i\kappa .$$

Multiplying by $t^H$ on the left and $t$ on the right gives

$$t^H(R^H-R)t=t-t^H+2i\kappa\,t^Ht .$$

If $R$ is Hermitian, the left side vanishes and the optical relation follows. Conversely, if the optical relation holds, the right side vanishes, and multiplying by $(t^{-1})^H$ on the left and $t^{-1}$ on the right gives $R^H=R$. This equivalence holds for every real $\kappa$, including zero.

```lean
/-- For invertible `t`, the inverse reactance is Hermitian exactly when `t` obeys the
optical relation. -/
theorem inverseReactance_isHermitian_iff (κ : ℝ) {t : Matrix m m ℂ} (ht : IsUnit t.det) :
    (inverseReactance κ t).IsHermitian
      ↔ t - tᴴ = (-(2 * Complex.I * κ)) • (tᴴ * t) := by
  have a1 : t⁻¹ * t = 1 := Matrix.nonsing_inv_mul t ht
  have a2 : t * t⁻¹ = 1 := Matrix.mul_nonsing_inv t ht
  have a3 : tᴴ * (t⁻¹)ᴴ = 1 := by rw [← conjTranspose_mul, a1, conjTranspose_one]
  have a4 : (t⁻¹)ᴴ * tᴴ = 1 := by rw [← conjTranspose_mul, a2, conjTranspose_one]
  have hc : star (Complex.I * (κ : ℂ)) = -(Complex.I * κ) := by
    apply Complex.ext <;> simp
  have hK : (inverseReactance κ t)ᴴ - inverseReactance κ t
      = (t⁻¹)ᴴ - t⁻¹ + (2 * Complex.I * κ) • (1 : Matrix m m ℂ) := by
    rw [inverseReactance, conjTranspose_sub, conjTranspose_smul, conjTranspose_one, hc]
    module
  -- sandwiching between `tᴴ` and `t` turns one relation into the other
  have key : tᴴ * ((inverseReactance κ t)ᴴ - inverseReactance κ t) * t
      = t - tᴴ - (-(2 * Complex.I * κ)) • (tᴴ * t) := by
    rw [hK, Matrix.mul_add, Matrix.mul_sub, Matrix.add_mul, Matrix.sub_mul, a3,
      Matrix.mul_assoc tᴴ t⁻¹ t, a1]
    simp only [Matrix.mul_smul, Matrix.smul_mul, Matrix.mul_one, Matrix.one_mul]
    module
  constructor
  · intro h
    have h0 : (inverseReactance κ t)ᴴ - inverseReactance κ t = 0 := sub_eq_zero.mpr h
    rw [h0, Matrix.mul_zero, Matrix.zero_mul] at key
    exact sub_eq_zero.mp key.symm
  · intro h
    rw [sub_eq_zero.mpr h] at key
    refine sub_eq_zero.mp ?_
    generalize (inverseReactance κ t)ᴴ - inverseReactance κ t = X at key ⊢
    calc X = ((t⁻¹)ᴴ * tᴴ) * X * (t * t⁻¹) := by
          rw [a4, a2, Matrix.one_mul, Matrix.mul_one]
      _ = (t⁻¹)ᴴ * (tᴴ * X * t) * t⁻¹ := by simp only [Matrix.mul_assoc]
      _ = 0 := by rw [key, Matrix.mul_zero, Matrix.zero_mul]
```

In the proof, `hK` is the first display and `key` the second. The final `calc` block removes the outer factors $t^H$ and $t$.

## The three statements for a scatterer

For every system satisfying `IsScatterer`,

$$t-t^H=-2i\kappa\,t^Ht,\qquad S^HS=1,$$

and $R^H=R$ whenever $t$ is invertible. The unitarity part uses the formula for $S^HS-1$ directly, so it needs no restriction to nonzero $\kappa$.

In multiple-scattering electronic structure, these relations can serve as consistency checks on a t-matrix computed with finitely many channels, for a Hermitian potential and a propagator with the assumed discontinuity. A block cut out of a larger t-matrix can fail them even when the larger matrix is correct, because scattering into the omitted open channels is then missing from $t^Ht$.

```lean
/-- Optical theorem in matrix form: the on-shell t-matrix of a scatterer obeys
`t - tᴴ = -2iκ tᴴt`, its S-matrix is unitary, and for invertible `t` the inverse reactance
is Hermitian. -/
theorem optical_theorem {κ : ℝ} {V G T : Matrix n n ℂ} {P : Matrix n m ℂ}
    (h : IsScatterer κ V G T P) :
    channelT P T - (channelT P T)ᴴ
        = (-(2 * Complex.I * κ)) • ((channelT P T)ᴴ * channelT P T)
      ∧ sMatrix κ (channelT P T) ∈ Matrix.unitaryGroup m ℂ
      ∧ (IsUnit (channelT P T).det → (inverseReactance κ (channelT P T)).IsHermitian) := by
  have ho := channelT_sub_adjoint h
  refine ⟨ho, ?_, fun ht => (inverseReactance_isHermitian_iff κ ht).mpr ho⟩
  rw [Matrix.mem_unitaryGroup_iff', star_eq_conjTranspose, ← sub_eq_zero, sMatrix_defect,
    sub_eq_zero.mpr ho, smul_zero]
```

## Diagonal amplitude and total scattering

Take the diagonal entry of the optical relation for an incoming channel $i$. The left side is $t_{ii}-\overline{t_{ii}}=2i\,\mathrm{Im}\,t_{ii}$, and $(t^Ht)_{ii}=\sum_j|t_{ji}|^2$. Hence

$$\mathrm{Im}\,t_{ii}=-\kappa\sum_j|t_{ji}|^2 ,$$

where $j$ runs over all open channels, including $i$ itself. The familiar optical theorem relates a forward amplitude to a cross section integrated over angles; in this matrix version the diagonal amplitude takes the place of the forward one, and a finite channel sum that of the integral.

```lean
omit [DecidableEq m] in
/-- For a scatterer, the imaginary part of the diagonal amplitude of channel `i` is `-κ` times the
sum of `|t j i|²` over all open channels `j`. -/
theorem forward_amplitude {κ : ℝ} {V G T : Matrix n n ℂ} {P : Matrix n m ℂ}
    (h : IsScatterer κ V G T P) (i : m) :
    (channelT P T i i).im = -κ * ∑ j, Complex.normSq (channelT P T j i) := by
  have ho := channelT_sub_adjoint h
  generalize channelT P T = t at ho ⊢
  have hs : (tᴴ * t) i i = ((∑ j, Complex.normSq (t j i) : ℝ) : ℂ) := by
    rw [Matrix.mul_apply, Complex.ofReal_sum]
    exact Finset.sum_congr rfl fun j _ => Complex.normSq_eq_conj_mul_self.symm
  have h2 : ((t - tᴴ) i i).im = (((-(2 * Complex.I * κ)) • (tᴴ * t)) i i).im := by rw [ho]
  rw [Matrix.sub_apply, Matrix.smul_apply, hs, conjTranspose_apply] at h2
  generalize (∑ j, Complex.normSq (t j i)) = σ at h2 ⊢
  simp at h2
  linarith
```

The statement `hs` identifies the diagonal of $t^Ht$ with the real sum, and `h2` takes imaginary parts of the optical relation. `Complex.normSq` is the squared modulus.

## Two sites and one channel

An explicit system satisfying all three relations has $\kappa=1$, $V=1$ and

$$G=\begin{pmatrix}-i&1\\1&0\end{pmatrix},\qquad
T=\begin{pmatrix}-i&-i\\-i&1-i\end{pmatrix},\qquad
P=\begin{pmatrix}1\\0\end{pmatrix}.$$

The only nonzero entry of $G-G^H$ is $-2i$ on the first site, which matches $-2iPP^H$. Since $V=1$, the Lippmann–Schwinger equation reads $T=1+GT$, and

$$GT=\begin{pmatrix}-1-i&-i\\-i&-i\end{pmatrix}$$

confirms it. The on-shell t-matrix is the single number $t=-i$, which is invertible. The Lean proof checks the matrix equations entry by entry and then the determinant of $t$.

```lean
/-- For `κ = 1`, the identity as potential and the explicit propagator, transition matrix and
one-column channel matrix below, `IsScatterer` holds and the on-shell t-matrix is invertible. -/
theorem isScatterer_witness :
    IsScatterer 1 (!![1, 0; 0, 1] : Matrix (Fin 2) (Fin 2) ℂ) !![-Complex.I, 1; 1, 0]
        !![-Complex.I, -Complex.I; -Complex.I, 1 - Complex.I]
        (!![1; 0] : Matrix (Fin 2) (Fin 1) ℂ)
      ∧ IsUnit (channelT (!![1; 0] : Matrix (Fin 2) (Fin 1) ℂ)
          !![-Complex.I, -Complex.I; -Complex.I, 1 - Complex.I]).det := by
  refine ⟨⟨?_, ?_, ?_⟩, ?_⟩
  · ext i j
    fin_cases i <;> fin_cases j <;> simp
  · have hP : (!![1; 0] : Matrix (Fin 2) (Fin 1) ℂ) * (!![1; 0] : Matrix (Fin 2) (Fin 1) ℂ)ᴴ
        = !![1, 0; 0, 0] := by
      ext i j
      rw [Matrix.mul_apply]
      fin_cases i <;> fin_cases j <;> simp [conjTranspose_apply]
    rw [hP]
    ext i j
    fin_cases i <;> fin_cases j <;> simp [Complex.ext_iff]
    norm_num
  · ext i j
    fin_cases i <;> fin_cases j <;>
      simp [Complex.ext_iff]
  · simp [channelT, Matrix.det_unique, Matrix.mul_apply, Fin.sum_univ_succ]

end

end OpticalTheorem
```

```lean
#print axioms OpticalTheorem.sMatrix_unitary_iff
-- 'OpticalTheorem.sMatrix_unitary_iff' depends on axioms: [propext, Classical.choice, Quot.sound]
#print axioms OpticalTheorem.optical_theorem
-- 'OpticalTheorem.optical_theorem' depends on axioms: [propext, Classical.choice, Quot.sound]
#print axioms OpticalTheorem.forward_amplitude
-- 'OpticalTheorem.forward_amplitude' depends on axioms: [propext, Classical.choice, Quot.sound]
```
